# Freezing surroundings never lowers the recoil-free fraction of a stable classical harmonic crystal

Let $K$ be a real positive definite force-constant matrix on finitely many coordinates, $M$ the set of mobile ones, and $A=K_{MM}$ their block. Then
$$(K^{-1})_{MM}-A^{-1}\succeq 0,$$
where $\succeq0$ means positive semidefinite. Freezing the coordinates outside $M$ at their equilibrium values, with force constants and temperature unchanged, therefore never increases a classical mean square displacement of the mobile ones, and never lowers the classical harmonic recoil-free fraction.

## Frozen coordinates sit at equilibrium and force constants stay fixed

Freezing sets the displacements outside $M$ to zero and changes nothing else, so the energy $\tfrac12x\cdot Kx$ keeps only the block $A$, which is `mobileBlock M K`. A vector $v$ on $M$, extended by zeros, is `pad M v`, written $\hat v$ below. The set $M$ is arbitrary and may be empty.

In Lean 4 with Mathlib:

```lean
import Mathlib

open Matrix MeasureTheory

namespace FrozenSurroundings

noncomputable section

variable {n : Type*} [Fintype n] [DecidableEq n]

/-- The block of a matrix that belongs to the mobile coordinates `M`. -/
def mobileBlock (M : Finset n) (K : Matrix n n ℝ) : Matrix M M ℝ :=
  K.submatrix Subtype.val Subtype.val

/-- A vector on the mobile coordinates, extended by zero to the whole crystal. -/
def pad (M : Finset n) (v : M → ℝ) (i : n) : ℝ :=
  if h : i ∈ M then v ⟨i, h⟩ else 0
```

For a nucleus that emits or absorbs a photon, $q$ holds the photon's wave vector in the coordinates of that nucleus and zeros elsewhere; the theorems allow any real vector $q$. With $\theta=kT$, the recoil-free fraction is $f=|\langle e^{iq\cdot x}\rangle|^2$, where the average is a ratio of Boltzmann integrals.

```lean
/-- The classical Boltzmann integral of `exp (i q·x)` for the energy `x·Kx/2` at thermal
energy `θ = kT`, for positive definite `K` and `θ > 0`. -/
def boltzmannFourier (K : Matrix n n ℝ) (θ : ℝ) (q : n → ℝ) : ℂ :=
  ∫ x : n → ℝ, Complex.exp (-((x ⬝ᵥ K *ᵥ x / (2 * θ) : ℝ) : ℂ)
    + Complex.I * ((q ⬝ᵥ x : ℝ) : ℂ))

/-- The classical recoil-free fraction: the squared modulus of the thermal average of
`exp (i q·x)`, for positive definite `K` and `θ = kT > 0`. -/
def recoilFreeFraction (K : Matrix n n ℝ) (θ : ℝ) (q : n → ℝ) : ℝ :=
  ‖boltzmannFourier K θ q / boltzmannFourier K θ 0‖ ^ 2
```

The derivation uses the freezing assumption through $\hat v\cdot x=v\cdot x_M$ and $(K\hat v)_M=Av$. These are `pad_dot` and `pad_mulVec`; `pad_restrict` says that restriction undoes padding.

```lean
lemma pad_dot (M : Finset n) (v : M → ℝ) (x : n → ℝ) :
    pad M v ⬝ᵥ x = v ⬝ᵥ fun a : M => x a := by
  have h1 : ∑ i ∈ M, pad M v i * x i = ∑ i, pad M v i * x i :=
    Finset.sum_subset (Finset.subset_univ M) (fun i _ hi => by simp [pad, hi])
  have h2 := Finset.sum_coe_sort M (fun i => pad M v i * x i)
  simp only [dotProduct]
  rw [← h1, ← h2]
  exact Finset.sum_congr rfl (fun a _ => by simp [pad])

lemma pad_mulVec (M : Finset n) (K : Matrix n n ℝ) (v : M → ℝ) :
    (fun a : M => (K *ᵥ pad M v) a) = mobileBlock M K *ᵥ v := by
  funext a
  change K a ⬝ᵥ pad M v = (fun b : M => K a b) ⬝ᵥ v
  rw [dotProduct_comm, pad_dot, dotProduct_comm]

omit [Fintype n] in
lemma pad_restrict (M : Finset n) (v : M → ℝ) : (fun a : M => pad M v a) = v := by
  funext a
  simp [pad]
```

If the force constants change too, the conclusion can fail. Take two coordinates with energy $\tfrac12[x_0^2+x_1^2+(x_0-x_1)^2]$ at $kT=1$. Freezing $x_1$ lowers $\langle x_0^2\rangle$ from $2/3$ to $1/2$, but deleting it together with its coupling spring raises the value to $1$.

## Positive definiteness: a stable crystal without free translations

`K.PosDef` includes symmetry and says that every nonzero displacement costs energy. The block inherits this, since $v\cdot Av=\hat v\cdot K\hat v>0$ for $v\ne0$.

```lean
lemma mobileBlock_posDef {K : Matrix n n ℝ} (hK : K.PosDef) (M : Finset n) :
    (mobileBlock M K).PosDef := by
  refine Matrix.posDef_iff_dotProduct_mulVec.mpr ⟨hK.isHermitian.submatrix _, ?_⟩
  intro v hv
  have hp : pad M v ≠ 0 := fun h => hv (by
    rw [← pad_restrict M v, h]
    rfl)
  have h := hK.dotProduct_mulVec_pos hp
  rw [star_trivial, pad_dot, pad_mulVec] at h
  rwa [star_trivial]
```

Now apply a force $v$ on $M$. The free response is $x=K^{-1}\hat v$, the frozen one $u=A^{-1}v$. For $d=x-\hat u$, symmetry gives
$$d\cdot Kd=x\cdot Kx-2\,\hat u\cdot Kx+\hat u\cdot K\hat u.$$
Since $Kx=\hat v$ and $Au=v$, the three products are
$$x\cdot Kx=v\cdot(K^{-1})_{MM}v,\qquad \hat u\cdot Kx=u\cdot v,\qquad \hat u\cdot K\hat u=u\cdot Au=u\cdot v.$$
With $u\cdot v=v\cdot A^{-1}v$ this leaves
$$d\cdot Kd=v\cdot(K^{-1})_{MM}v-v\cdot A^{-1}v.$$
In the proof, `hsym` is the symmetry, and `hx` and `hu` are the two force balances.

```lean
/-- For positive definite `K`, the compliance lost by freezing equals the quadratic form of `K`
in the difference between the responses to `v` with free and with frozen surroundings. -/
theorem compliance_loss {K : Matrix n n ℝ} (hK : K.PosDef) (M : Finset n) (v : M → ℝ) :
    v ⬝ᵥ mobileBlock M K⁻¹ *ᵥ v - v ⬝ᵥ (mobileBlock M K)⁻¹ *ᵥ v =
      (K⁻¹ *ᵥ pad M v - pad M ((mobileBlock M K)⁻¹ *ᵥ v)) ⬝ᵥ
        K *ᵥ (K⁻¹ *ᵥ pad M v - pad M ((mobileBlock M K)⁻¹ *ᵥ v)) := by
  have hT : Kᵀ = K := by
    rw [← Matrix.conjTranspose_eq_transpose_of_trivial]
    exact hK.isHermitian
  have hsym : ∀ x y : n → ℝ, x ⬝ᵥ K *ᵥ y = y ⬝ᵥ K *ᵥ x := fun x y => by
    rw [Matrix.dotProduct_mulVec, ← Matrix.mulVec_transpose, hT, dotProduct_comm]
  -- both responses balance the force on the mobile coordinates
  have hx : K *ᵥ (K⁻¹ *ᵥ pad M v) = pad M v := by
    rw [Matrix.mulVec_mulVec, Matrix.mul_nonsing_inv _ hK.det_pos.ne'.isUnit,
      Matrix.one_mulVec]
  have hu : mobileBlock M K *ᵥ ((mobileBlock M K)⁻¹ *ᵥ v) = v := by
    rw [Matrix.mulVec_mulVec,
      Matrix.mul_nonsing_inv _ (mobileBlock_posDef hK M).det_pos.ne'.isUnit,
      Matrix.one_mulVec]
  rw [Matrix.mulVec_sub, sub_dotProduct, dotProduct_sub, dotProduct_sub,
    hsym (K⁻¹ *ᵥ pad M v) (pad M _), hx, dotProduct_comm (K⁻¹ *ᵥ pad M v),
    pad_dot, pad_dot, pad_dot, pad_mulVec, pad_mulVec, pad_restrict, hu,
    dotProduct_comm ((mobileBlock M K)⁻¹ *ᵥ v)]
  ring
```

Positivity of $K$ makes the left side nonnegative, which is the matrix inequality.

```lean
/-- For a positive definite force-constant matrix `K`, the mobile block of `K⁻¹` minus the
inverse of the mobile block of `K` is positive semidefinite. -/
theorem freezing_posSemidef {K : Matrix n n ℝ} (hK : K.PosDef) (M : Finset n) :
    (mobileBlock M K⁻¹ - (mobileBlock M K)⁻¹).PosSemidef := by
  refine Matrix.PosSemidef.of_dotProduct_mulVec_nonneg
    ((hK.isHermitian.inv.submatrix _).sub (mobileBlock_posDef hK M).isHermitian.inv) ?_
  intro v
  rw [star_trivial, Matrix.sub_mulVec, dotProduct_sub, compliance_loss hK]
  simpa only [star_trivial] using hK.posSemidef.dotProduct_mulVec_nonneg
    (K⁻¹ *ᵥ pad M v - pad M ((mobileBlock M K)⁻¹ *ᵥ v))
```

Equality for $v$ forces $d=0$, so $x=\hat u$ vanishes outside $M$. Conversely, if $x$ vanishes there, then $Ax_M=(Kx)_M=v$, hence $x_M=u$ and $d=0$.

```lean
/-- For positive definite `K`, freezing leaves the compliance along `v` unchanged exactly when
the force `v` on the mobile coordinates displaces none of the others in the free crystal. -/
theorem freezing_eq_iff {K : Matrix n n ℝ} (hK : K.PosDef) (M : Finset n) (v : M → ℝ) :
    v ⬝ᵥ mobileBlock M K⁻¹ *ᵥ v = v ⬝ᵥ (mobileBlock M K)⁻¹ *ᵥ v ↔
      ∀ i ∉ M, (K⁻¹ *ᵥ pad M v) i = 0 := by
  have key := compliance_loss hK M v
  constructor
  · intro h i hi
    have hd : K⁻¹ *ᵥ pad M v - pad M ((mobileBlock M K)⁻¹ *ᵥ v) = 0 := by
      by_contra hne
      have hp := hK.dotProduct_mulVec_pos hne
      rw [star_trivial] at hp
      linarith
    rw [sub_eq_zero.mp hd]
    simp [pad, hi]
  · intro h
    -- the free response lives on `M`, so it is also the frozen response
    have hx : pad M (fun a : M => (K⁻¹ *ᵥ pad M v) a) = K⁻¹ *ᵥ pad M v := by
      funext i
      by_cases hi : i ∈ M
      · simp only [pad, hi, dite_true]
      · rw [h i hi]
        simp only [pad, hi, dite_false]
    have hA : mobileBlock M K *ᵥ (fun a : M => (K⁻¹ *ᵥ pad M v) a) = v := by
      rw [← pad_mulVec, hx, Matrix.mulVec_mulVec,
        Matrix.mul_nonsing_inv _ hK.det_pos.ne'.isUnit, Matrix.one_mulVec, pad_restrict]
    have hu : (mobileBlock M K)⁻¹ *ᵥ v = fun a : M => (K⁻¹ *ᵥ pad M v) a := by
      conv_lhs => rw [← hA]
      rw [Matrix.mulVec_mulVec,
        Matrix.nonsing_inv_mul _ (mobileBlock_posDef hK M).det_pos.ne'.isUnit,
        Matrix.one_mulVec]
    have hd : K⁻¹ *ᵥ pad M v - pad M ((mobileBlock M K)⁻¹ *ᵥ v) = 0 := by
      rw [hu, hx, sub_self]
    rw [hd, zero_dotProduct] at key
    linarith
```

Symmetry, invertibility and a positive definite mobile block are not enough: for $K=\begin{pmatrix}1&2\\2&1\end{pmatrix}$ and the first coordinate mobile, the difference is $-\tfrac13-1<0$.

## Equipartition: classical thermal equilibrium

The second-moment matrix $C_{ij}=\langle x_ix_j\rangle$ enters through $KC=\theta\,1$, which reads $\langle(\partial V/\partial x_i)\,x_j\rangle=kT\delta_{ij}$ for the harmonic energy $V$. The frozen crystal has a matrix $D$ with $AD=\theta\,1$. Multiplying by the inverses gives $C=\theta K^{-1}$ and $D=\theta A^{-1}$, as in `covariance_eq`. The matrix inequality times $\theta\ge0$ then gives $v\cdot Dv\le v\cdot C_{MM}v$; for a unit vector $v$ these are the mean square displacements along $v$.

```lean
lemma covariance_eq {m : Type*} [Fintype m] [DecidableEq m] {K C : Matrix m m ℝ} {θ : ℝ}
    (hK : K.PosDef) (hC : K * C = θ • (1 : Matrix m m ℝ)) : C = θ • K⁻¹ := by
  calc C = K⁻¹ * K * C := by
        rw [Matrix.nonsing_inv_mul _ hK.det_pos.ne'.isUnit, Matrix.one_mul]
    _ = θ • K⁻¹ := by rw [Matrix.mul_assoc, hC, Matrix.mul_smul, Matrix.mul_one]

/-- Let `K` be positive definite and let `C` and `D` be the second-moment matrices of the free
and the partly frozen crystal, both obeying equipartition at `θ = kT ≥ 0`. Then freezing does
not increase the mean square displacement along any mobile direction `v`. -/
theorem meanSquare_frozen_le {K C : Matrix n n ℝ} (hK : K.PosDef) (M : Finset n)
    {D : Matrix M M ℝ} {θ : ℝ} (hθ : 0 ≤ θ) (hC : K * C = θ • (1 : Matrix n n ℝ))
    (hD : mobileBlock M K * D = θ • (1 : Matrix M M ℝ)) (v : M → ℝ) :
    v ⬝ᵥ D *ᵥ v ≤ v ⬝ᵥ mobileBlock M C *ᵥ v := by
  have h := (freezing_posSemidef hK M).dotProduct_mulVec_nonneg v
  rw [star_trivial, Matrix.sub_mulVec, dotProduct_sub] at h
  have hb : mobileBlock M (θ • K⁻¹) = θ • mobileBlock M K⁻¹ := rfl
  rw [covariance_eq hK hC, covariance_eq (mobileBlock_posDef hK M) hD, hb,
    Matrix.smul_mulVec, Matrix.smul_mulVec, dotProduct_smul, dotProduct_smul,
    smul_eq_mul, smul_eq_mul]
  exact mul_le_mul_of_nonneg_left (by linarith) hθ
```

Without equipartition, $C$ and $D$ are unrelated, and $C=0$, $D=1$ violates the bound for every $v\ne0$. Quantum zero-point motion does not satisfy this hypothesis, so the theorem does not decide that case.

Alternatively, $C$ and $D$ could have been defined as normalised Boltzmann integrals of $x_ix_j$. Equipartition would then need a proof, and $\theta=0$ would be excluded.

## Positive temperature: a convergent Boltzmann average

The recoil-free fraction needs $\theta>0$; for $\theta<0$ the weight $e^{-x\cdot Kx/2\theta}$ grows without bound as soon as there is a coordinate. Dividing each orthonormal eigenvector of $K$ by the square root of its eigenvalue gives the columns of a matrix $S$ with $S^TKS=1$. The code calls the coordinates $S^{-1}x$ normal coordinates; no masses enter, so they need not be the vibrational normal modes.

```lean
/-- A positive definite `K` has normal coordinates in which it becomes the unit matrix. -/
theorem exists_normal_coordinates {K : Matrix n n ℝ} (hK : K.PosDef) :
    ∃ S : Matrix n n ℝ, Sᵀ * K * S = 1 := by
  have hH := hK.isHermitian
  let w : n → n → ℝ := fun j => (hH.eigenvectorBasis j).ofLp
  let s : n → n → ℝ := fun j => (√(hH.eigenvalues j))⁻¹ • w j
  have hw : ∀ j, K *ᵥ w j = hH.eigenvalues j • w j := fun j => hH.mulVec_eigenvectorBasis j
  have ho : ∀ i j, w i ⬝ᵥ w j = if i = j then 1 else 0 := fun i j => by
    have h := orthonormal_iff_ite.mp hH.eigenvectorBasis.orthonormal i j
    rw [EuclideanSpace.inner_eq_star_dotProduct, star_trivial, dotProduct_comm] at h
    exact h
  have key : ∀ r l : ℝ, r ≠ 0 → r * r = l → r⁻¹ * (r⁻¹ * (l * 1)) = 1 := by
    rintro r _ hr rfl
    field_simp
  refine ⟨Matrix.of fun i j => s j i, ?_⟩
  rw [Matrix.mul_assoc]
  ext i j
  change s i ⬝ᵥ K *ᵥ s j = (1 : Matrix n n ℝ) i j
  simp only [s]
  rw [Matrix.mulVec_smul, hw, smul_dotProduct, dotProduct_smul, dotProduct_smul, ho,
    Matrix.one_apply]
  by_cases hij : i = j
  · subst hij
    have hp := hK.eigenvalues_pos i
    simp only [if_true, smul_eq_mul]
    exact key _ _ (Real.sqrt_pos.mpr hp).ne' (Real.mul_self_sqrt hp.le)
  · simp [hij]
```

Put $x=Sy$ and $p=S^Tq$. For $N$ coordinates the integral factorises:
$$|\det S|\prod_i\int e^{-y_i^2/2\theta+ip_iy_i}\,dy_i=|\det S|\,(2\pi\theta)^{N/2}e^{-\theta|p|^2/2}.$$
Since $K^{-1}=SS^T$, $|p|^2=q\cdot K^{-1}q$. In the proof, `hcv` changes variables, `hpt` rewrites the integrand and `hexp` the exponent; the prefactor is the constant `c`.

```lean
lemma boltzmannFourier_eq {K : Matrix n n ℝ} (hK : K.PosDef) {θ : ℝ} (hθ : 0 < θ) :
    ∃ c : ℂ, c ≠ 0 ∧ ∀ q, boltzmannFourier K θ q =
      c * Complex.exp ((-(θ / 2 * (q ⬝ᵥ K⁻¹ *ᵥ q)) : ℝ) : ℂ) := by
  obtain ⟨S, hS⟩ := exists_normal_coordinates hK
  have hdet : S.det ≠ 0 := fun h => by
    have h1 := congrArg Matrix.det hS
    simp [Matrix.det_mul, h] at h1
  have hinv : K⁻¹ = S * Sᵀ := Matrix.inv_eq_right_inv (by
    rw [← Matrix.mul_assoc]
    exact mul_eq_one_comm.mp (by rw [← Matrix.mul_assoc]; exact hS))
  have adj : ∀ y z : n → ℝ, (S *ᵥ y) ⬝ᵥ z = y ⬝ᵥ Sᵀ *ᵥ z := fun y z => by
    rw [dotProduct_comm, Matrix.dotProduct_mulVec, ← Matrix.mulVec_transpose,
      dotProduct_comm]
  have hr : ((|S.det⁻¹| : ℝ) : ℂ) ≠ 0 :=
    Complex.ofReal_ne_zero.mpr (abs_ne_zero.mpr (inv_ne_zero hdet))
  have hb : 0 < (((1 / (2 * θ) : ℝ) : ℂ)).re := by
    rw [Complex.ofReal_re]
    positivity
  have hb0 : ((1 / (2 * θ) : ℝ) : ℂ) ≠ 0 := Complex.ofReal_ne_zero.mpr (by positivity)
  have hπ : (Real.pi : ℂ) / ((1 / (2 * θ) : ℝ) : ℂ) ≠ 0 :=
    div_ne_zero (Complex.ofReal_ne_zero.mpr Real.pi_ne_zero) hb0
  refine ⟨((|S.det⁻¹| : ℝ) : ℂ)⁻¹ *
    ((Real.pi : ℂ) / ((1 / (2 * θ) : ℝ) : ℂ)) ^ (Fintype.card n / 2 : ℂ),
    mul_ne_zero (inv_ne_zero hr) ?_, fun q => ?_⟩
  · rw [Complex.cpow_def_of_ne_zero hπ]
    exact Complex.exp_ne_zero _
  let F : (n → ℝ) → ℂ := fun x => Complex.exp (-((x ⬝ᵥ K *ᵥ x / (2 * θ) : ℝ) : ℂ)
    + Complex.I * ((q ⬝ᵥ x : ℝ) : ℂ))
  have hF : Continuous F := by
    simp only [F, dotProduct, Matrix.mulVec]
    fun_prop
  -- change to normal coordinates
  have hcv := integral_map (μ := (volume : Measure (n → ℝ)))
    (LinearMap.continuous_of_finiteDimensional (Matrix.toLin' S)).measurable.aemeasurable
    hF.aestronglyMeasurable
  rw [Real.map_matrix_volume_pi_eq_smul_volume_pi hdet, integral_smul_measure,
    ENNReal.toReal_ofReal (abs_nonneg _), Complex.real_smul] at hcv
  have hpt : ∀ y : n → ℝ, F (Matrix.toLin' S y) =
      Complex.exp (-((1 / (2 * θ) : ℝ) : ℂ) * ∑ i, (y i : ℂ) ^ 2
        + ∑ i, (Complex.I * ((Sᵀ *ᵥ q) i : ℂ)) * (y i : ℂ)) := fun y => by
    have h1 : (S *ᵥ y) ⬝ᵥ K *ᵥ (S *ᵥ y) = ∑ i, y i ^ 2 := by
      rw [adj, Matrix.mulVec_mulVec, Matrix.mulVec_mulVec, hS, Matrix.one_mulVec]
      simp only [dotProduct, sq]
    have h2 : q ⬝ᵥ S *ᵥ y = ∑ i, (Sᵀ *ᵥ q) i * y i := by
      rw [dotProduct_comm, adj, dotProduct_comm]
      rfl
    have h3 : ∑ i, (Complex.I * ((Sᵀ *ᵥ q) i : ℂ)) * (y i : ℂ) =
        Complex.I * ((∑ i, (Sᵀ *ᵥ q) i * y i : ℝ) : ℂ) := by
      rw [Complex.ofReal_sum, Finset.mul_sum]
      exact Finset.sum_congr rfl (fun i _ => by rw [Complex.ofReal_mul]; ring)
    simp only [F, Matrix.toLin'_apply]
    rw [h1, h2, h3]
    congr 2
    push_cast
    ring
  have hq : q ⬝ᵥ K⁻¹ *ᵥ q = ∑ i, (Sᵀ *ᵥ q) i ^ 2 := by
    rw [hinv, ← Matrix.mulVec_mulVec, dotProduct_comm, adj]
    simp only [dotProduct, sq]
  have hexp : (∑ i, (Complex.I * ((Sᵀ *ᵥ q) i : ℂ)) ^ 2) / (4 * ((1 / (2 * θ) : ℝ) : ℂ)) =
      ((-(θ / 2 * (q ⬝ᵥ K⁻¹ *ᵥ q)) : ℝ) : ℂ) := by
    have hθ' : (θ : ℂ) ≠ 0 := Complex.ofReal_ne_zero.mpr hθ.ne'
    rw [hq]
    simp only [mul_pow, Complex.I_sq, ← Finset.mul_sum]
    push_cast
    field_simp
    ring
  simp only [hpt] at hcv
  rw [GaussianFourier.integral_cexp_neg_mul_sum_add hb, hexp] at hcv
  change ∫ x, F x = _
  rw [mul_assoc, ← hcv, inv_mul_cancel_left₀ hr]
```

Dividing by the value at $q=0$ cancels the prefactor, and squaring gives $f=e^{-\theta\,q\cdot K^{-1}q}$.

```lean
/-- For positive definite `K` and `θ = kT > 0`, the classical recoil-free fraction is
`exp (-kT q·K⁻¹q)`. -/
theorem recoilFreeFraction_eq {K : Matrix n n ℝ} (hK : K.PosDef) {θ : ℝ} (hθ : 0 < θ)
    (q : n → ℝ) : recoilFreeFraction K θ q = Real.exp (-(θ * (q ⬝ᵥ K⁻¹ *ᵥ q))) := by
  obtain ⟨c, hc, h⟩ := boltzmannFourier_eq hK hθ
  unfold recoilFreeFraction
  rw [h q, h 0]
  simp only [zero_dotProduct, mul_zero, neg_zero, Complex.ofReal_zero, Complex.exp_zero,
    mul_one]
  rw [mul_div_cancel_left₀ _ hc, ← Complex.ofReal_exp, Complex.norm_real, Real.norm_eq_abs,
    sq_abs, sq, ← Real.exp_add]
  congr 1
  ring
```

For $q$ on $M$, the matrix inequality and the monotonic exponential finish the argument.

```lean
/-- For positive definite `K` and `θ = kT > 0`, freezing the coordinates outside `M` does not
lower the classical recoil-free fraction for any wave vector `q` acting on `M`. -/
theorem recoilFreeFraction_le_frozen {K : Matrix n n ℝ} (hK : K.PosDef) (M : Finset n)
    {θ : ℝ} (hθ : 0 < θ) (q : M → ℝ) :
    recoilFreeFraction K θ (pad M q) ≤ recoilFreeFraction (mobileBlock M K) θ q := by
  have h := (freezing_posSemidef hK M).dotProduct_mulVec_nonneg q
  rw [star_trivial, Matrix.sub_mulVec, dotProduct_sub] at h
  rw [recoilFreeFraction_eq hK hθ, recoilFreeFraction_eq (mobileBlock_posDef hK M) hθ,
    pad_dot, pad_mulVec]
  exact Real.exp_le_exp.mpr (neg_le_neg (mul_le_mul_of_nonneg_left (by linarith) hθ.le))
```

## A partial Hessian bounds the recoil-free fraction from above

In a Mössbauer calculation on a finite classical harmonic model, held in place so that its full Hessian is positive definite, one may compute force constants only for the iron atom and its ligands, solve $Au=q$, and evaluate $e^{-kT\,q\cdot u}$. This is an upper bound on the value from the full Hessian at the same geometry. In the two-coordinate example with $q=1$ on the mobile coordinate, the partial value is $e^{-1/2}\approx0.607$ and the full one $e^{-2/3}\approx0.513$. The last theorem verifies positive definiteness and both equipartition equations for this pair.

```lean
/-- Two coupled coordinates, the second one frozen, at `kT = 1`: the force constants are positive
definite, and second moments with `2/3` (free) and `1/2` (frozen) obey equipartition. -/
theorem meanSquare_frozen_le_witness :
    (!![2, -1; -1, 2] : Matrix (Fin 2) (Fin 2) ℝ).PosDef ∧
    (!![2, -1; -1, 2] : Matrix (Fin 2) (Fin 2) ℝ) * !![2/3, 1/3; 1/3, 2/3] = (1 : ℝ) • 1 ∧
    mobileBlock {0} (!![2, -1; -1, 2] : Matrix (Fin 2) (Fin 2) ℝ) * ((1/2 : ℝ) • 1) =
      (1 : ℝ) • 1 := by
  refine ⟨Matrix.posDef_iff_dotProduct_mulVec.mpr ⟨?_, ?_⟩, ?_, ?_⟩
  · ext i j
    fin_cases i <;> fin_cases j <;> simp
  · intro x hx
    have hq : star x ⬝ᵥ (!![2, -1; -1, 2] : Matrix (Fin 2) (Fin 2) ℝ) *ᵥ x =
        x 0 ^ 2 + x 1 ^ 2 + (x 0 - x 1) ^ 2 := by
      simp [dotProduct, Matrix.mulVec, Fin.sum_univ_succ]
      ring
    rw [hq]
    by_contra hn
    have h0 : x 0 = 0 := by nlinarith [sq_nonneg (x 0), sq_nonneg (x 1), sq_nonneg (x 0 - x 1)]
    have h1 : x 1 = 0 := by nlinarith [sq_nonneg (x 0), sq_nonneg (x 1), sq_nonneg (x 0 - x 1)]
    exact hx (by ext i; fin_cases i <;> simp [h0, h1])
  · ext i j
    fin_cases i <;> fin_cases j <;> norm_num [Matrix.mul_apply, Fin.sum_univ_succ]
  · rw [Matrix.mul_smul, Matrix.mul_one]
    ext ⟨i, hi⟩ ⟨j, hj⟩
    rw [Finset.mem_singleton] at hi hj
    subst hi
    subst hj
    simp [mobileBlock]

end

end FrozenSurroundings
```

```lean
#print axioms FrozenSurroundings.freezing_eq_iff
#print axioms FrozenSurroundings.meanSquare_frozen_le
#print axioms FrozenSurroundings.recoilFreeFraction_le_frozen
```

```
'FrozenSurroundings.freezing_eq_iff' depends on axioms: [propext, Classical.choice, Quot.sound]
'FrozenSurroundings.meanSquare_frozen_le' depends on axioms: [propext, Classical.choice, Quot.sound]
'FrozenSurroundings.recoilFreeFraction_le_frozen' depends on axioms: [propext, Classical.choice, Quot.sound]
```
